# The closed-form hydrogen 1s → np oscillator strengths sum to between 1/2 and 3/5

Adding finitely many hydrogen 1s → np oscillator strengths and finding a total below the one-electron sum-rule value 1 leaves open that the infinitely many omitted Rydberg lines supply the rest. With the closed form of the strengths taken as their definition, an explicit bound on the tail shows that they do not.

```lean
import Mathlib

open Set MeasureTheory

namespace HydrogenLymanStrengths

noncomputable section

/-- Closed form of the hydrogen 1s → np absorption oscillator strength, for `n ≥ 2`. -/
def f (n : ℕ) : ℝ :=
  2 ^ 8 * (n : ℝ) ^ 5 * ((n : ℝ) - 1) ^ (2 * n - 4) / (3 * ((n : ℝ) + 1) ^ (2 * n + 4))

/-- Hydrogen bound-state energy `-1/(2n²)` in hartree, for `n ≥ 1`. -/
def energy (n : ℕ) : ℝ := -1 / (2 * (n : ℝ) ^ 2)

/-- Radial 1s function of hydrogen in atomic units. -/
def R10 (r : ℝ) : ℝ := 2 * Real.exp (-r)

/-- Radial 2p function of hydrogen in atomic units. -/
def R21 (r : ℝ) : ℝ := r * Real.exp (-r / 2) / (2 * Real.sqrt 6)

/-- For 1s → 2p, two thirds of the excitation energy times the squared radial dipole
integral equals the closed form `f 2`. -/
theorem f_two_eq_dipole :
    2 / 3 * (energy 2 - energy 1) * (∫ r in Ioi (0 : ℝ), R10 r * r * R21 r * r ^ 2) ^ 2
      = f 2 := by
  have h : ∫ t in Ioi (0 : ℝ), t ^ ((5 : ℝ) - 1) * Real.exp (-(3 / 2 * t))
      = ((1 : ℝ) / (3 / 2)) ^ (5 : ℝ) * Real.Gamma 5 :=
    Real.integral_rpow_mul_exp_neg_mul_Ioi (by norm_num) (by norm_num)
  have hG : Real.Gamma 5 = 24 := by
    have h5 : (5 : ℝ) = ((4 : ℕ) : ℝ) + 1 := by norm_num
    rw [h5, Real.Gamma_nat_eq_factorial]
    norm_num [Nat.factorial]
  have hp : ((1 : ℝ) / (3 / 2)) ^ (5 : ℝ) = 32 / 243 := by
    rw [show (5 : ℝ) = ((5 : ℕ) : ℝ) by norm_num, Real.rpow_natCast]
    norm_num
  -- the integrand is r⁴ exp(-3r/2) / √6, a Gamma integral
  have hi : (fun r : ℝ => R10 r * r * R21 r * r ^ 2) = fun r : ℝ =>
      (Real.sqrt 6)⁻¹ * (r ^ ((5 : ℝ) - 1) * Real.exp (-(3 / 2 * r))) := by
    funext r
    have he : Real.exp (-(3 / 2 * r)) = Real.exp (-r) * Real.exp (-r / 2) := by
      rw [← Real.exp_add]
      congr 1
      ring
    rw [he, show (5 : ℝ) - 1 = ((4 : ℕ) : ℝ) by norm_num, Real.rpow_natCast]
    unfold R10 R21
    ring
  rw [hi, integral_const_mul, h, hG, hp, mul_pow, inv_pow,
    Real.sq_sqrt (by norm_num : (0 : ℝ) ≤ 6)]
  norm_num [f, energy]

/-- For `n ≥ 2` the oscillator strength is `(256/3) n⁵/(n²-1)⁴` times
`((n-1)/(n+1))^(2n)`. -/
theorem f_factor {n : ℕ} (hn : 2 ≤ n) :
    f n = 256 / 3 * ((n : ℝ) ^ 5 / ((n : ℝ) ^ 2 - 1) ^ 4)
      * (((n : ℝ) - 1) / ((n : ℝ) + 1)) ^ (2 * n) := by
  have hr : (2 : ℝ) ≤ n := by exact_mod_cast hn
  have ha : (n : ℝ) - 1 ≠ 0 := ne_of_gt (by linarith)
  have hb : (n : ℝ) + 1 ≠ 0 := ne_of_gt (by linarith)
  have hB : ((n : ℝ) + 1) ^ (2 * n) ≠ 0 := pow_ne_zero _ hb
  have h1 : ((n : ℝ) - 1) ^ (2 * n) = ((n : ℝ) - 1) ^ (2 * n - 4) * ((n : ℝ) - 1) ^ 4 := by
    rw [← pow_add]
    congr 1
    omega
  have h2 : (n : ℝ) ^ 2 - 1 = ((n : ℝ) - 1) * ((n : ℝ) + 1) := by ring
  unfold f
  rw [div_pow, h1, pow_add ((n : ℝ) + 1) (2 * n) 4, h2, mul_pow]
  generalize ((n : ℝ) - 1) ^ (2 * n - 4) = A
  generalize ((n : ℝ) + 1) ^ (2 * n) = B at hB ⊢
  generalize (n : ℝ) - 1 = a at ha ⊢
  generalize (n : ℝ) + 1 = b at hb ⊢
  field_simp
  ring

/-- Every 1s → np oscillator strength with `n ≥ 2` is positive. -/
theorem f_pos {n : ℕ} (hn : 2 ≤ n) : 0 < f n := by
  have hr : (2 : ℝ) ≤ n := by exact_mod_cast hn
  have ha : 0 < (n : ℝ) - 1 := by linarith
  have h0 : 0 < (n : ℝ) := by linarith
  unfold f
  positivity

/-- For `n ≥ 2` the factor `((n-1)/(n+1))^(2n)` is at most `e⁻⁴`. -/
theorem ratio_pow_le {n : ℕ} (hn : 2 ≤ n) :
    (((n : ℝ) - 1) / ((n : ℝ) + 1)) ^ (2 * n) ≤ Real.exp (-4) := by
  have hr : (2 : ℝ) ≤ n := by exact_mod_cast hn
  have ha : 0 < (n : ℝ) - 1 := by linarith
  have h0 : 0 < (n : ℝ) := by linarith
  -- log(1+x) ≥ 2x/(x+2) at x = 2/(n-1)
  have hl := Real.le_log_one_add_of_nonneg (show 0 ≤ 2 / ((n : ℝ) - 1) by positivity)
  have e0 : 2 / ((n : ℝ) - 1) + 2 = 2 * n / ((n : ℝ) - 1) := by
    field_simp
    ring
  have e1 : 2 * (2 / ((n : ℝ) - 1)) / (2 * n / ((n : ℝ) - 1)) = 2 / n := by
    field_simp
  have e2 : 1 + 2 / ((n : ℝ) - 1) = ((n : ℝ) + 1) / ((n : ℝ) - 1) := by
    field_simp
    ring
  rw [e0, e1, e2, Real.le_log_iff_exp_le (by positivity)] at hl
  have h3 : ((n : ℝ) - 1) / ((n : ℝ) + 1) ≤ Real.exp (-(2 / n)) := by
    rw [Real.exp_neg, ← inv_div]
    exact inv_anti₀ (Real.exp_pos _) hl
  calc _ ≤ Real.exp (-(2 / n)) ^ (2 * n) := pow_le_pow_left₀ (by positivity) h3 _
    _ = Real.exp (-4) := by
      rw [← Real.exp_nat_mul]
      congr 1
      push_cast
      field_simp
      ring

/-- For `n ≥ 3` the oscillator strength is at most `2/(n(n²-1))`. -/
theorem f_le {n : ℕ} (hn : 3 ≤ n) : f n ≤ 2 / ((n : ℝ) * ((n : ℝ) ^ 2 - 1)) := by
  rcases hn.eq_or_lt with rfl | h4
  · norm_num [f]
  have hr : (4 : ℝ) ≤ n := by exact_mod_cast h4
  have h0 : 0 < (n : ℝ) := by linarith
  have hD : 0 < (n : ℝ) ^ 2 - 1 := by nlinarith
  have he : Real.exp (-4) ≤ 1 / 54 := by
    have h1 : (2.718 : ℝ) ≤ Real.exp 1 := by linarith [Real.exp_one_gt_d9]
    have h2 : Real.exp 4 = Real.exp 1 ^ 4 := by
      rw [← Real.exp_nat_mul]
      norm_num
    have h3 : (54 : ℝ) ≤ Real.exp 4 := by
      rw [h2]
      exact le_trans (by norm_num) (pow_le_pow_left₀ (by norm_num) h1 4)
    rw [Real.exp_neg, one_div]
    exact inv_anti₀ (by norm_num) h3
  have key : ((n : ℝ) ^ 2) ^ 3 ≤ (16 / 15 * ((n : ℝ) ^ 2 - 1)) ^ 3 :=
    pow_le_pow_left₀ (by positivity) (by nlinarith) 3
  have hq : (n : ℝ) ^ 5 / ((n : ℝ) ^ 2 - 1) ^ 4
      ≤ (16 / 15) ^ 3 / ((n : ℝ) * ((n : ℝ) ^ 2 - 1)) := by
    rw [div_le_div_iff₀ (by positivity) (by positivity)]
    nlinarith [mul_le_mul_of_nonneg_right key hD.le]
  have hρ := (ratio_pow_le (show 2 ≤ n by omega)).trans he
  have ha : 0 < (n : ℝ) - 1 := by linarith
  rw [f_factor (show 2 ≤ n by omega)]
  calc _ ≤ 256 / 3 * ((16 / 15) ^ 3 / ((n : ℝ) * ((n : ℝ) ^ 2 - 1))) * (1 / 54) :=
        mul_le_mul (mul_le_mul_of_nonneg_left hq (by norm_num)) hρ
          (by positivity) (by positivity)
    _ = (256 / 3 * (16 / 15) ^ 3 / 54) / ((n : ℝ) * ((n : ℝ) ^ 2 - 1)) := by ring
    _ ≤ _ := div_le_div_of_nonneg_right (by norm_num) (by positivity)

/-- For `N ≥ 3` the strengths with `n ≥ N` are summable and add up to at most
`1/((N-1)N)`. -/
theorem tail_bound {N : ℕ} (hN : 3 ≤ N) :
    Summable (fun k => f (k + N)) ∧ ∑' k, f (k + N) ≤ 1 / (((N : ℝ) - 1) * N) := by
  have hr : (3 : ℝ) ≤ N := by exact_mod_cast hN
  -- the majorant 2/(x(x²-1)) = 1/((x-1)x) - 1/(x(x+1)) telescopes
  have part : ∀ M : ℕ, ∑ k ∈ Finset.range M, f (k + N)
      ≤ 1 / (((N : ℝ) - 1) * N) - 1 / (((M : ℝ) + N - 1) * ((M : ℝ) + N)) := by
    intro M
    induction M with
    | zero => simp
    | succ M ih =>
      have hM : (0 : ℝ) ≤ M := Nat.cast_nonneg M
      have h := f_le (show 3 ≤ M + N by omega)
      have tel : ∀ x : ℝ, 3 ≤ x →
          2 / (x * (x ^ 2 - 1)) = 1 / ((x - 1) * x) - 1 / (x * (x + 1)) := by
        intro x hx
        have h1 : x ≠ 0 := ne_of_gt (by linarith)
        have h2 : x - 1 ≠ 0 := ne_of_gt (by linarith)
        have h3 : x + 1 ≠ 0 := ne_of_gt (by linarith)
        rw [show x ^ 2 - 1 = (x - 1) * (x + 1) by ring]
        field_simp
        ring
      rw [Nat.cast_add, tel _ (by linarith)] at h
      rw [Finset.sum_range_succ, Nat.cast_succ,
        show ((M : ℝ) + 1 + N - 1) * ((M : ℝ) + 1 + N)
          = ((M : ℝ) + N) * ((M : ℝ) + N + 1) by ring]
      linarith
  have bd : ∀ M : ℕ, ∑ k ∈ Finset.range M, f (k + N) ≤ 1 / (((N : ℝ) - 1) * N) := by
    intro M
    have hM : (0 : ℝ) ≤ M := Nat.cast_nonneg M
    have h1 : 0 ≤ 1 / (((M : ℝ) + N - 1) * ((M : ℝ) + N)) :=
      one_div_nonneg.2 (mul_nonneg (by linarith) (by linarith))
    linarith [part M]
  have nn : ∀ k, 0 ≤ f (k + N) := fun k => (f_pos (by omega)).le
  exact ⟨summable_of_sum_range_le nn bd, Real.tsum_le_of_sum_range_le nn bd⟩

/-- The 1s → np strengths, `n ≥ 2`, are summable with total strictly between `1/2`
and `3/5`. -/
theorem bound_sum :
    Summable (fun k => f (k + 2)) ∧ 1 / 2 < ∑' k, f (k + 2) ∧ ∑' k, f (k + 2) < 3 / 5 := by
  obtain ⟨hs, ht⟩ := tail_bound (le_refl 3)
  have e : (fun k => f (k + 1 + 2)) = fun k => f (k + 3) :=
    funext fun k => congrArg f (by omega)
  have hs2 : Summable (fun k => f (k + 2)) := by
    rw [← e] at hs
    exact (summable_nat_add_iff (f := fun k => f (k + 2)) 1).1 hs
  refine ⟨hs2, ?_, ?_⟩
  · -- the first three lines already exceed one half
    refine lt_of_lt_of_le ?_
      (hs2.sum_le_tsum (Finset.range 3) fun k _ => (f_pos (by omega)).le)
    norm_num [Finset.sum_range_succ, f]
  · -- split off n = 2 and bound the rest by 1/6
    have h : ∑' k, f (k + 2) = f (0 + 2) + ∑' k, f (k + 1 + 2) := hs2.tsum_eq_zero_add
    have h2 : f (0 + 2) < 13 / 30 := by norm_num [f]
    have h6 : 1 / ((((3 : ℕ) : ℝ) - 1) * ((3 : ℕ) : ℝ)) = 1 / 6 := by norm_num
    rw [e] at h
    rw [h6] at ht
    linarith

/-- The closed-form strengths `f n`, `n ≥ 2`, are summable with total below the value `1`, and the
shortfall lies strictly between `2/5` and `1/2`. -/
theorem bound_states_miss_sum_rule :
    Summable (fun k => f (k + 2)) ∧ ∑' k, f (k + 2) < 1 ∧
      2 / 5 < 1 - ∑' k, f (k + 2) ∧ 1 - ∑' k, f (k + 2) < 1 / 2 := by
  obtain ⟨hs, h1, h2⟩ := bound_sum
  exact ⟨hs, by linarith, by linarith, by linarith⟩

end

end HydrogenLymanStrengths
```

```lean
#print axioms HydrogenLymanStrengths.f_two_eq_dipole
#print axioms HydrogenLymanStrengths.bound_states_miss_sum_rule
```

```
'HydrogenLymanStrengths.f_two_eq_dipole' depends on axioms: [propext, Classical.choice, Quot.sound]
'HydrogenLymanStrengths.bound_states_miss_sum_rule' depends on axioms: [propext, Classical.choice, Quot.sound]
```

## The series and its bounds

For a principal quantum number \(n \ge 2\), the function `f` is
\[ f(n) = \frac{2^8\, n^5\, (n-1)^{2n-4}}{3\,(n+1)^{2n+4}} . \]
Lean sums over \(k = 0, 1, \dots\) with \(n = k+2\), so `∑' k, f (k + 2)` is the total \(S = \sum_{n\ge 2} f(n)\). The theorem `bound_sum` states that the series converges and that \(1/2 < S < 3/5\); `bound_states_miss_sum_rule` restates this as \(S < 1\) and \(2/5 < 1 - S < 1/2\). Lean gives a non-summable series the value 0, which would satisfy an upper bound such as \(S<1\) emptily; the lower bound \(S > 1/2\) already excludes that value, and the `Summable` clause states the convergence explicitly.

## Dipole strengths in atomic units

The model is the nonrelativistic hydrogen atom with a fixed nucleus in the electric-dipole approximation, with energies in hartree and the radius \(r\) in bohr. The definition `energy` gives the levels \(E_n = -1/(2n^2)\), and `R10`, `R21` are the radial functions \(R_{10} = 2e^{-r}\) and \(R_{21} = r e^{-r/2}/(2\sqrt6)\), normalised with weight \(r^2\). Summed over the three p sublevels, the absorption strength from 1s is \(\tfrac23 (E_n - E_1)\) times the squared radial dipole integral. The file postulates the energies, the radial functions and this angular reduction.

The theorem `f_two_eq_dipole` matches the dipole expression to the closed form at \(n=2\) only; for \(n \ge 3\) the closed form is a definition. The number 1 is the value that the Thomas–Reiche–Kuhn rule assigns to the sum over all final states, bound and continuum, of one electron. It enters as a constant, and continuum states never appear. If that rule is granted, together with the closed form as the true dipole strength for every \(n \ge 2\) and the selection rule that the np levels are the only bound states reached from 1s, the continuum carries between 2/5 and 1/2 of the 1s strength in this one-electron model, so a sum over the exact bound states alone misses at least that share however many levels it keeps.

## The 1s → 2p line

The integrand is \(R_{10}\, r\, R_{21}\, r^2 = r^4 e^{-3r/2}/\sqrt6\), which is step `hi`. The Gamma integral `h`, with `hG` and `hp`, gives
\[ \int_0^\infty \frac{r^4 e^{-3r/2}}{\sqrt6}\,dr = \frac{4!\,(2/3)^5}{\sqrt6} = \frac{256}{81\sqrt6}. \]
Its square is \(32768/19683\), and \(\tfrac23(E_2 - E_1) = \tfrac23\cdot\tfrac38 = \tfrac14\). The product is \(8192/19683 = 2^8\cdot 2^5/(3\cdot 3^8) = f(2)\).

## A majorant falling as the inverse cube

Multiplying numerator and denominator by \((n-1)^4\) and using \((n-1)(n+1) = n^2-1\) gives `f_factor`:
\[ f(n) = \frac{256}{3}\,\frac{n^5}{(n^2-1)^4}\left(\frac{n-1}{n+1}\right)^{2n}. \]

For \(x \ge 0\) one has \(\log(1+x) \ge 2x/(x+2)\), since the difference vanishes at \(x=0\) and has derivative \(x^2/\big((1+x)(x+2)^2\big) \ge 0\). Lean takes this from Mathlib as `Real.le_log_one_add_of_nonneg`. At \(x = 2/(n-1)\) it reads \(\log\frac{n+1}{n-1} \ge 2/n\), which is `hl` after the rewrites `e0`, `e1`, `e2`. Exponentiating and inverting gives \(\frac{n-1}{n+1} \le e^{-2/n}\), step `h3`, and the power \(2n\) gives `ratio_pow_le`, the bound \(e^{-4}\).

For \(n \ge 4\), \(n^2 \ge 16\) is equivalent to \(n^2 \le \tfrac{16}{15}(n^2-1)\). Cubing gives `key`, and dividing by \(n(n^2-1)^4\) gives `hq`:
\[ \frac{n^5}{(n^2-1)^4} \le \frac{(16/15)^3}{n(n^2-1)}. \]
From \(e^4 \ge 2.718^4 \ge 54\), step `he` obtains \(e^{-4} \le 1/54\). The constants combine to \(\tfrac{256}{3}\,(16/15)^3/54 \approx 1.918 \le 2\), so
\[ f(n) \le \frac{2}{n(n^2-1)} . \]
The inequality `key` fails at \(n=3\), so `f_le` splits that case off with `rcases` and evaluates it directly: \(f(3) = 81/1024 \le 1/12\).

## The telescoping tail

The majorant is a difference of consecutive terms, step `tel`:
\[ \frac{2}{n(n^2-1)} = \frac{1}{(n-1)n} - \frac{1}{n(n+1)} . \]
For a starting level \(N \ge 3\), adding the \(M\) terms \(n = N, \dots, N+M-1\) cancels the interior terms:
\[ \sum_{k=0}^{M-1} f(k+N) \le \frac{1}{(N-1)N} - \frac{1}{(M+N-1)(M+N)} . \]
This is `part`, proved by induction on \(M\), and `bd` discards the subtracted term, which is nonnegative. The terms are positive by `f_pos`, and bounded partial sums of nonnegative terms converge, so `tail_bound` yields summability with a tail of at most \(1/((N-1)N)\).

In `bound_sum` the case \(N=3\) bounds the tail by \(1/6\), and restoring the single term \(n=2\) preserves summability. With \(f(2) < 13/30\), step `h2`, this gives \(S < 13/30 + 1/6 = 3/5\). For the lower bound, `sum_le_tsum` over `Finset.range 3` gives \(S \ge f(2)+f(3)+f(4)\), and `norm_num` shows that this rational number exceeds \(1/2\). The final theorem subtracts both bounds from 1.

## The first three lines in numbers

\[ f(2) = \tfrac{8192}{19683} \approx 0.4162, \quad f(3) = \tfrac{81}{1024} \approx 0.0791, \quad f(4) = \tfrac{2^{18}\cdot 27}{5^{12}} \approx 0.0290 . \]
Their sum is about \(0.5243\). The tail bound at \(N=5\) is \(1/20\), so all higher np lines together add at most \(0.05\). This places \(S\) between about \(0.524\) and \(0.575\), a narrower bracket obtained here by arithmetic and not stated as a theorem in the file.
